# Convolving an unnormalised reciprocal form factor with itself squares the occupations, up to a factor N

On a finite periodic mesh of N crystal momenta with real occupations nₖ, the reciprocal form factor is the unnormalised sum B(R) = ∑ₖ nₖ exp(2πi kR/N). The theorem `convolution_formFactor` states that ∑_S B(S) B(R − S) equals N ∑ₖ nₖ² exp(2πi kR/N), with both R and S taken modulo N. If B is divided by N from the start, the factor N disappears: the convolution of B/N with itself is the form factor of the squared occupations, likewise divided by N. The proof expands B(R − S) over momenta l, exchanges the sums, and uses Fourier inversion, already proved as `occupation_from_formFactor`, to replace the remaining sum over S by N nₗ.

The first attempt, which Lean rejects:

```lean
import Mathlib

open Finset ComplexConjugate

namespace ConvolutionFormFactor

noncomputable section

variable {N : ℕ} [NeZero N]

/-- The reciprocal form factor `B(R) = ∑ₖ nₖ exp(2πi kR/N)` of occupations `nₖ` on a periodic
mesh of `N` crystal momenta. -/
def formFactor (n : ZMod N → ℝ) (R : ZMod N) : ℂ :=
  ∑ k, (n k : ℂ) * ZMod.stdAddChar (k * R)

/-- Fourier inversion: the form factor, summed against the opposite phases of a crystal momentum
`l`, gives `N` times the occupation of `l`. -/
theorem occupation_from_formFactor (n : ZMod N → ℝ) (l : ZMod N) :
    ∑ R, formFactor n R * ZMod.stdAddChar (-(l * R)) = (N : ℂ) * n l := by
  calc ∑ R, formFactor n R * ZMod.stdAddChar (-(l * R))
      = ∑ R, ∑ k, (n k : ℂ) * ZMod.stdAddChar (R * (k - l)) := by
        refine sum_congr rfl fun R _ => ?_
        rw [formFactor, sum_mul]
        refine sum_congr rfl fun k _ => ?_
        rw [show R * (k - l) = k * R + -(l * R) by ring, AddChar.map_add_eq_mul]
        ring
    _ = ∑ k, (n k : ℂ) * ∑ R, ZMod.stdAddChar (R * (k - l)) := by
        rw [sum_comm]
        simp only [mul_sum]
    _ = (N : ℂ) * n l := by
        -- orthogonality of the plane waves leaves only `k = l`
        simp only [AddChar.sum_mulShift _ (ZMod.isPrimitive_stdAddChar N), sub_eq_zero,
          ZMod.card]
        simp [mul_comm]

/-- The self-convolution of the form factor is `N` times the form factor of the squared
occupations. -/
theorem convolution_formFactor (n : ZMod N → ℝ) (R : ZMod N) :
    ∑ S, formFactor n S * formFactor n (R - S) = N * formFactor (fun k => n k ^ 2) R := by
  calc ∑ S, formFactor n S * formFactor n (R - S)
      = ∑ S, ∑ l, ((n l : ℂ) * ZMod.stdAddChar (l * R)) *
          (formFactor n S * ZMod.stdAddChar (-(l * S))) := by
        refine sum_congr rfl fun S _ => ?_
        rw [show formFactor n (R - S) = ∑ l, (n l : ℂ) * ZMod.stdAddChar (l * (R - S)) from rfl,
          mul_sum]
        refine sum_congr rfl fun l _ => ?_
        rw [show l * (R - S) = l * R + -(l * S) by ring, AddChar.map_add_eq_mul]
        ring
    _ = ∑ l, ((n l : ℂ) * ZMod.stdAddChar (l * R)) *
          ∑ S, formFactor n S * ZMod.stdAddChar (-(l * S)) := by
        rw [sum_comm]
        simp only [mul_sum]
    _ = N * formFactor (fun k => n k ^ 2) R := by
        simp only [occupation_from_formFactor, formFactor, mul_sum, Complex.ofReal_pow]
        exact sum_congr rfl fun l _ => by ring

end

end ConvolutionFormFactor
```

Messages:

```
Try this:
  [apply] ring_nf
  
  The `ring` tactic failed to close the goal. Use `ring_nf` to obtain a normal form.
    
  Note that `ring` works primarily in *commutative* rings. If you have a noncommutative ring, abelian group or module, consider using `noncomm_ring`, `abel` or `module` instead.
Main.lean:55:39: error: unsolved goals
N : ℕ
inst✝ : NeZero N
n : ZMod N → ℝ
R l : ZMod N
x✝ : l ∈ univ
⊢ ∑ x, (↑(n l) * ZMod.stdAddChar (l * R) * ∑ x_1, ↑(n x_1) * ZMod.stdAddChar (x_1 * x)) * ZMod.stdAddChar (-(l * x)) =
    ↑(n l) ^ 2 * ZMod.stdAddChar (l * R) * ↑N
Main.lean:54:19: warning: This simp argument is unused:
  occupation_from_formFactor

Hint: Omit it from the simp argument list.
  [apply] simp only [formFactor, mul_sum, Complex.ofReal_pow]

Note: This linter can be disabled with `set_option linter.unusedSimpArgs false`
```

What went wrong. The error comes from the last step, where `ring` is left with an equation it cannot prove. Its left side still contains the sum over S (printed as `x`), with the form factor written out as a sum over momenta, while the right side has the expected factor N. Fourier inversion was never applied, and the warning confirms it: `occupation_from_formFactor` is unused.

The reason is that `simp only` simplifies subterms before it tries such a lemma on the whole sum. Given `formFactor` in the same call, it unfolds `formFactor n S` first, and the left side of `occupation_from_formFactor`, which mentions `formFactor`, no longer matches. `ring` cannot supply the missing orthogonality of the phases, and the suggested `ring_nf` would only normalise the expression.

The repair splits the call in two. The first `simp only` applies the inversion while `formFactor` is still folded. The second unfolds the form factor on the right, moves N inside the sum and turns the cast of a square into the square of a cast. The terms then agree by commutative algebra, which `ring` proves.

The change, after which it compiles:

```diff
@@ -52,5 +52,6 @@
         simp only [mul_sum]
     _ = N * formFactor (fun k => n k ^ 2) R := by
-        simp only [occupation_from_formFactor, formFactor, mul_sum, Complex.ofReal_pow]
+        simp only [occupation_from_formFactor]
+        simp only [formFactor, mul_sum, Complex.ofReal_pow]
         exact sum_congr rfl fun l _ => by ring
 
```
